# In magnitude, the angular factor of two point dipoles is at most twice the product of their moments

Q: Suppose I neglect a distant pair of point dipoles and want a bound on the error. Let p and q be the moments and u a unit vector along their separation. The angular factor is

F = ⟨p,q⟩ − 3⟨p,u⟩⟨q,u⟩.

Bounding the two terms separately gives 4‖p‖‖q‖, which is too pessimistic. Taking parallel dipoles side by side as the worst case gives ‖p‖‖q‖, which is too small for a head-to-tail pair. What is the right constant, and does the formal version speak about the same F?

A: The constant is 2. The vectors live in a real inner-product space `E`, which includes ordinary three-dimensional space.

```lean
import Mathlib

open scoped InnerProductSpace

namespace DipoleDipoleBound

noncomputable section

variable {E : Type*} [NormedAddCommGroup E] [InnerProductSpace ℝ E]
```

The factor is then written as you wrote it, with `⟪p, q⟫_ℝ` for the real inner product.

```lean
/-- The dipole-dipole factor `⟨p,q⟩ - 3⟨p,u⟩⟨q,u⟩` of two dipoles `p`, `q` whose separation has the
direction of the unit vector `u`. -/
def dipoleFactor (u p q : E) : ℝ :=
  ⟪p, q⟫_ℝ - 3 * ⟪p, u⟫_ℝ * ⟪q, u⟫_ℝ
```

Q: Nothing in the code forces u to have length one.

A: The definition accepts any vector, but it gives the angular factor of the pair only when u has length one. The theorems about directions add the hypothesis `hu : ‖u‖ = 1`. Reversing u leaves F unchanged, so it doesn't matter which dipole the separation starts from.

Q: Where is the electrostatics? So far this is algebra.

A: In the field of q and in the pair energy. Without its distance dependence and Coulomb constant, the field in direction u is

f = 3⟨q,u⟩u − q.

```lean
/-- The angular part `3⟨q,u⟩u - q` of the field that a dipole `q` produces in the direction of the
unit vector `u`. -/
def dipoleField (u q : E) : E :=
  (3 * ⟪q, u⟫_ℝ) • u - q
```

The energy has a separation vector r and a constant k, which sets the strength of the Coulomb interaction; in SI units it is 1/(4πε₀).

```lean
/-- The interaction energy of two point dipoles `p`, `q` with separation vector `r ≠ 0`
and Coulomb constant `k`. -/
def dipoleEnergy (k : ℝ) (r p q : E) : ℝ :=
  k * (⟪p, q⟫_ℝ / ‖r‖ ^ 3 - 3 * ⟪p, r⟫_ℝ * ⟪q, r⟫_ℝ / ‖r‖ ^ 5)
```

Q: Then F should be minus the inner product of p with that field.

A: Yes:

⟨p,f⟩ = 3⟨q,u⟩⟨p,u⟩ − ⟨p,q⟩ = −F.

The proof expands the inner product by linearity, and `ring` collects the terms.

```lean
/-- The dipole-dipole factor is minus the inner product of one dipole with the
angular part of the field of the other. -/
theorem dipoleFactor_eq_neg_inner_field (u p q : E) :
    dipoleFactor u p q = -⟪p, dipoleField u q⟫_ℝ := by
  simp only [dipoleFactor, dipoleField, inner_sub_right, real_inner_smul_right]
  ring
```

Q: How strong can the field be?

A: Expand the square, using ‖u‖ = 1:

‖f‖² = 9⟨q,u⟩² − 6⟨q,u⟩² + ‖q‖² = ‖q‖² + 3⟨q,u⟩².

In Lean, `norm_sub_sq_real` performs this expansion.

```lean
/-- In a unit direction `u`, the squared strength of the angular part of the dipole field
is `‖q‖² + 3⟨q,u⟩²`. -/
theorem norm_sq_dipoleField {u : E} (hu : ‖u‖ = 1) (q : E) :
    ‖dipoleField u q‖ ^ 2 = ‖q‖ ^ 2 + 3 * ⟪q, u⟫_ℝ ^ 2 := by
  rw [dipoleField, norm_sub_sq_real, norm_smul, real_inner_smul_left,
    real_inner_comm q u, hu, mul_one, Real.norm_eq_abs, sq_abs]
  ring
```

By Cauchy-Schwarz, ⟨q,u⟩² ≤ ‖q‖². Hence ‖f‖² ≤ 4‖q‖², and taking roots of non-negative numbers gives ‖f‖ ≤ 2‖q‖. The steps `h`, `h2` and `h3` follow this order.

```lean
/-- In a unit direction, the angular part of the field of a dipole `q` has strength
at most `2‖q‖`. -/
theorem norm_dipoleField_le {u : E} (hu : ‖u‖ = 1) (q : E) :
    ‖dipoleField u q‖ ≤ 2 * ‖q‖ := by
  -- the component of `q` along `u` is no longer than `q`
  have h := abs_real_inner_le_norm q u
  rw [hu, mul_one] at h
  have h2 := pow_le_pow_left₀ (abs_nonneg _) h 2
  rw [sq_abs] at h2
  have h3 : ‖dipoleField u q‖ ^ 2 ≤ (2 * ‖q‖) ^ 2 := by
    rw [norm_sq_dipoleField hu]
    linarith
  exact (le_abs_self _).trans (abs_le_of_sq_le_sq h3 (by positivity))
```

Q: And a second Cauchy-Schwarz, now between p and f, finishes it?

A: It does:

|F| = |⟨p,f⟩| ≤ ‖p‖‖f‖ ≤ 2‖p‖‖q‖.

The `calc` block is this chain, with `abs_real_inner_le_norm` as Cauchy-Schwarz.

```lean
/-- For a unit separation direction `u`, the dipole-dipole factor of `p` and `q` is at most
`2‖p‖‖q‖` in absolute value. -/
theorem abs_dipoleFactor_le {u : E} (hu : ‖u‖ = 1) (p q : E) :
    |dipoleFactor u p q| ≤ 2 * ‖p‖ * ‖q‖ := by
  rw [dipoleFactor_eq_neg_inner_field, abs_neg]
  calc |⟪p, dipoleField u q⟫_ℝ| ≤ ‖p‖ * ‖dipoleField u q‖ := abs_real_inner_le_norm _ _
    _ ≤ ‖p‖ * (2 * ‖q‖) :=
        mul_le_mul_of_nonneg_left (norm_dipoleField_le hu q) (norm_nonneg p)
    _ = 2 * ‖p‖ * ‖q‖ := by ring
```

Q: Show me numbers.

A: Take u = (1,0,0), p = (3,4,0) and q = (4,3,0), so both moments have length 5. Then

F = 24 − 3·3·4 = −12,

well inside the bound 2·5·5 = 50. The field is f = (8,−3,0), with ‖f‖² = 73 = 25 + 3·16, and −⟨p,f⟩ = −(24 − 12) = −12, as it should be.

Q: That pair is far from the limit. Is 2 ever reached?

A: Let both moments lie along the separation direction, p = au and q = bu with real a and b. Since ⟨u,u⟩ = 1,

F = ab − 3ab = −2ab.

```lean
/-- Two dipoles `a u` and `b u` along the unit separation direction `u` have
dipole-dipole factor `-2ab`. -/
theorem dipoleFactor_axial {u : E} (hu : ‖u‖ = 1) (a b : ℝ) :
    dipoleFactor u (a • u) (b • u) = -2 * (a * b) := by
  have h : ⟪u, u⟫_ℝ = 1 := by
    rw [real_inner_self_eq_norm_sq, hu]
    norm_num
  simp only [dipoleFactor, real_inner_smul_left, real_inner_smul_right, h]
  ring
```

Setting a = b = 1 gives the head-to-tail value −2, whose absolute value equals the bound 2‖p‖‖q‖ = 2.

```lean
/-- The head-to-tail arrangement `p = q = u`, with `u` a unit vector, has
dipole-dipole factor `-2`. -/
theorem dipoleFactor_head_to_tail {u : E} (hu : ‖u‖ = 1) :
    dipoleFactor u u u = -2 := by
  simpa using dipoleFactor_axial hu 1 1
```

Q: Could some tilted arrangement do equally well?

A: Not for non-zero dipoles. Suppose |F| reaches 2‖p‖‖q‖ and p ≠ 0. Then 2‖p‖‖q‖ ≤ ‖p‖‖f‖, and dividing by ‖p‖ gives 2‖q‖ ≤ ‖f‖. Squaring and inserting the formula for ‖f‖² gives

4‖q‖² ≤ ‖q‖² + 3⟨q,u⟩², so ‖q‖² ≤ ⟨q,u⟩².

The part of q perpendicular to u therefore satisfies

‖q − ⟨q,u⟩u‖² = ‖q‖² − ⟨q,u⟩² ≤ 0,

so it vanishes and q = ⟨q,u⟩u. In the code, `h2` is the field at maximal strength, and `h4` and `h5` remove the perpendicular part.

```lean
/-- If the dipole-dipole factor reaches `2‖p‖‖q‖` in absolute value, with `p` non-zero and `u`
a unit vector, then `q` lies along the separation direction `u`. -/
theorem axial_of_saturated {u p q : E} (hu : ‖u‖ = 1) (hp : p ≠ 0)
    (h : 2 * ‖p‖ * ‖q‖ ≤ |dipoleFactor u p q|) : q = ⟪q, u⟫_ℝ • u := by
  have h1 : |dipoleFactor u p q| ≤ ‖p‖ * ‖dipoleField u q‖ := by
    rw [dipoleFactor_eq_neg_inner_field, abs_neg]
    exact abs_real_inner_le_norm _ _
  -- the field of `q` must have its maximal strength
  have h2 : 2 * ‖q‖ ≤ ‖dipoleField u q‖ :=
    le_of_mul_le_mul_left
      (by linarith : ‖p‖ * (2 * ‖q‖) ≤ ‖p‖ * ‖dipoleField u q‖) (norm_pos_iff.mpr hp)
  have h3 := pow_le_pow_left₀ (by positivity) h2 2
  rw [norm_sq_dipoleField hu] at h3
  -- so the part of `q` perpendicular to `u` vanishes
  have h4 : ‖q - ⟪q, u⟫_ℝ • u‖ ^ 2 = ‖q‖ ^ 2 - ⟪q, u⟫_ℝ ^ 2 := by
    rw [norm_sub_sq_real, norm_smul, real_inner_smul_right, hu, mul_one,
      Real.norm_eq_abs, sq_abs]
    ring
  have h5 : ‖q - ⟪q, u⟫_ℝ • u‖ ^ 2 = 0 :=
    le_antisymm (by linarith) (sq_nonneg _)
  exact sub_eq_zero.mp (norm_eq_zero.mp ((pow_eq_zero_iff two_ne_zero).mp h5))
```

Q: That fixes the axis. What about the relative orientation, which decides between attraction and repulsion?

A: The sign of F fixes it. Suppose F = −2‖p‖‖q‖ with both dipoles non-zero. F is symmetric in p and q, so the previous argument applies to each, and p = au, q = bu. Then −2ab = −2‖p‖‖q‖ < 0, so ab > 0: the dipoles point the same way, both along u or both against it. Conversely, if ab > 0, then ‖p‖‖q‖ = |a||b| = ab, and F = −2ab is the minimum. The theorem states this equivalence, with `0 < a * b` as the condition of equal orientation.

```lean
/-- For non-zero dipoles and a unit separation direction `u`, the factor equals `-2‖p‖‖q‖`
exactly when both dipoles lie along `u` and point the same way. -/
theorem dipoleFactor_eq_min_iff {u p q : E} (hu : ‖u‖ = 1) (hp : p ≠ 0) (hq : q ≠ 0) :
    dipoleFactor u p q = -2 * ‖p‖ * ‖q‖ ↔
      ∃ a b : ℝ, 0 < a * b ∧ p = a • u ∧ q = b • u := by
  constructor
  · intro h
    have habs : 2 * ‖p‖ * ‖q‖ ≤ |dipoleFactor u p q| := by
      have h0 := neg_le_abs (dipoleFactor u p q)
      linarith
    -- the factor is symmetric in the two dipoles
    have hcomm : dipoleFactor u q p = dipoleFactor u p q := by
      simp only [dipoleFactor]
      rw [real_inner_comm p q]
      ring
    obtain ⟨b, hb⟩ : ∃ b : ℝ, q = b • u := ⟨_, axial_of_saturated hu hp habs⟩
    obtain ⟨a, ha⟩ : ∃ a : ℝ, p = a • u :=
      ⟨_, axial_of_saturated hu hq (by rw [hcomm]; linarith)⟩
    have hpos : 0 < ‖p‖ * ‖q‖ := mul_pos (norm_pos_iff.mpr hp) (norm_pos_iff.mpr hq)
    have hval : dipoleFactor u p q = -2 * (a * b) := by
      rw [ha, hb]
      exact dipoleFactor_axial hu a b
    exact ⟨a, b, by linarith, ha, hb⟩
  · rintro ⟨a, b, hab, rfl, rfl⟩
    have h : ‖a‖ * ‖b‖ = a * b := by
      rw [← norm_mul, Real.norm_of_nonneg hab.le]
    rw [dipoleFactor_axial hu]
    simp only [norm_smul, hu, mul_one]
    linear_combination 2 * h
```

Q: My code has r, not u. Does the energy follow?

A: For r ≠ 0, set u = r/‖r‖. Then

U = k(⟨p,q⟩/‖r‖³ − 3⟨p,r⟩⟨q,r⟩/‖r‖⁵) = kF/‖r‖³.

If k ≥ 0 and ‖r‖ ≥ d > 0, the bound on F and the inequality 1/‖r‖³ ≤ 1/d³ give

|U| ≤ 2k‖p‖‖q‖/d³.

The step `key` separates distance from angle, and the two uses of `gcongr` insert these two inequalities.

```lean
/-- For a non-negative Coulomb constant `k`, two dipoles no closer than `d > 0` have an
interaction energy of at most `2k‖p‖‖q‖/d³` in absolute value. -/
theorem abs_dipoleEnergy_le {k d : ℝ} (hk : 0 ≤ k) (hd : 0 < d) {r : E} (hr : d ≤ ‖r‖)
    (p q : E) : |dipoleEnergy k r p q| ≤ k * (2 * ‖p‖ * ‖q‖) / d ^ 3 := by
  have hr0 : 0 < ‖r‖ := hd.trans_le hr
  have hu : ‖‖r‖⁻¹ • r‖ = 1 := by
    rw [norm_smul, norm_inv, norm_norm, inv_mul_cancel₀ hr0.ne']
  -- separate the distance from the angular factor
  have key : dipoleEnergy k r p q = k * dipoleFactor (‖r‖⁻¹ • r) p q / ‖r‖ ^ 3 := by
    simp only [dipoleEnergy, dipoleFactor, real_inner_smul_right]
    ring
  have hb := abs_dipoleFactor_le hu p q
  rw [key, abs_div, abs_mul, abs_of_nonneg hk, abs_of_pos (pow_pos hr0 3)]
  calc k * |dipoleFactor (‖r‖⁻¹ • r) p q| / ‖r‖ ^ 3
      ≤ k * (2 * ‖p‖ * ‖q‖) / ‖r‖ ^ 3 := by gcongr
    _ ≤ k * (2 * ‖p‖ * ‖q‖) / d ^ 3 := by gcongr

end

end DipoleDipoleBound
```

```lean
#print axioms DipoleDipoleBound.dipoleFactor_eq_neg_inner_field
-- 'DipoleDipoleBound.dipoleFactor_eq_neg_inner_field' depends on axioms: [propext, Classical.choice, Quot.sound]
#print axioms DipoleDipoleBound.dipoleFactor_head_to_tail
-- 'DipoleDipoleBound.dipoleFactor_head_to_tail' depends on axioms: [propext, Classical.choice, Quot.sound]
#print axioms DipoleDipoleBound.dipoleFactor_eq_min_iff
-- 'DipoleDipoleBound.dipoleFactor_eq_min_iff' depends on axioms: [propext, Classical.choice, Quot.sound]
#print axioms DipoleDipoleBound.abs_dipoleEnergy_le
-- 'DipoleDipoleBound.abs_dipoleEnergy_le' depends on axioms: [propext, Classical.choice, Quot.sound]
```

In the numerical example, k = 1 and r = (2,0,0) give U = −12/8 = −1.5, against a bound of 50/8 = 6.25 for d = 2.

Q: How would I use it in a simulation?

A: For fixed point dipoles, it bounds the energy of each single pair left out beyond a cutoff. To keep every such pair below a tolerance ε > 0, take the largest moment m in the system and choose

d ≥ (2km²/ε)^(1/3).

Q: And the whole neglected tail?

A: That needs a different argument. In a three-dimensional bulk system the number of neighbours in a shell grows like r², so adding up pair bounds that fall off like 1/r³ gives a logarithmic divergence. For periodic systems, Ewald methods deal with the sum as a whole. The model also leaves out polarisation, the finite extent of real charge distributions and higher multipoles. And although `E` may have any dimension, the coefficient 3 in F and f and the powers of ‖r‖ in the energy are those of three-dimensional electrostatics.
